# The total Jordan–Wigner label difference around a ring of n ≥ 3 sites is at least 2(n − 1)

## A long string on the closing bond

A lower bound on the total string cost tells a search for a better numbering of a ring of sites when it can stop. Number the sites consecutively, apply the Jordan–Wigner transformation to nearest-neighbour hopping, and the bond that closes the ring acquires a string of $n-2$ operators $Z$. Renumbering can shorten that string, but it lengthens others, and a search that has tried only some of the $n!$ numberings doesn't by itself rule out a better one among the rest.

The bound settles the matter for the total: no numbering does better than the consecutive one. For a fermionic simulation with one mode per site and hopping only around a single ring, relabelling therefore can't reduce the total number of $Z$ operators, counted once per bond, below $n-2$.

## Labels, bonds and strings

Let the sites be $i = 0, 1, \dots, n-1$, with addition modulo $n$, and let bond $i$ join sites $i$ and $i+1$. A labelling gives each site a label $\ell(i)$, and each of the values $1, \dots, n$ is used exactly once. The label is the position of the site's mode in the Jordan–Wigner order.

For modes at positions $p<q$, with annihilation operators $c_p$ and $c_q$, the transformation gives

$$c_p^\dagger c_q + c_q^\dagger c_p = \tfrac12\,(X_p Z_{p+1}\cdots Z_{q-1} X_q + Y_p Z_{p+1}\cdots Z_{q-1} Y_q).$$

Both Pauli products carry the same string, with one $Z$ for each label strictly between $p$ and $q$. Its length is $q-p-1$. The total cost studied here is the sum of label differences,

$$C = \sum_i |\ell(i+1)-\ell(i)|.$$

For $n\ge 2$ this is the total string length plus $n$.

## A walk from label 1 to label n and back

Start at any site $a$ and walk once around the ring. Write the change of label at step $j$ as

$$\Delta_j = \ell(a+j+1)-\ell(a+j), \qquad j=0,\dots,n-1.$$

The walk crosses every bond once, so $C=\sum_{j=0}^{n-1}|\Delta_j|$. Cut it after $d$ steps, where $0\le d\le n$, and set $D=\ell(a+d)-\ell(a)$. The changes telescope on each part:

$$\sum_{j=0}^{d-1}\Delta_j = D, \qquad \sum_{j=d}^{n-1}\Delta_j = -D.$$

The second sum is $-D$ because the walk returns to its starting label. Now write $|\Delta_j|=\Delta_j+(|\Delta_j|-\Delta_j)$ on the way out and $|\Delta_j|=-\Delta_j+(|\Delta_j|+\Delta_j)$ on the way home. Adding everything gives an exact identity,

$$C = 2D + \sum_{j=0}^{d-1}(|\Delta_j|-\Delta_j) + \sum_{j=d}^{n-1}(|\Delta_j|+\Delta_j).$$

The two sums measure backtracking. A term in the first is zero when the label rises or stays the same, and $2|\Delta_j|$ when it falls. In the second, the roles of rising and falling are exchanged. No term is negative.

Choose $a$ to be the site with label $1$ and $d$ so that site $a+d$ has label $n$. Then $D=n-1$, and

$$C\ge 2(n-1).$$

Equality holds exactly when every backtracking term vanishes, that is, when labels never fall on the way from $1$ to $n$ and never rise on the way back.

The consecutive labelling $\ell(i)=i+1$ meets this condition. Its first $n-1$ steps each raise the label by $1$, and the last step lowers it from $n$ to $1$. The cost is $(n-1)+(n-1)$.

It need not be the only minimiser. On six sites, the labels $1,3,5,6,4,2$ around the ring have differences $2,2,1,2,2,1$, again with total $10$. The longest string now has one $Z$ instead of four. By contrast, the labels $1,3,2,4$ on four sites fall once on the way out, by $1$. This adds $2$ to the minimum of $6$, and the cost is $8$.

For the strings themselves, subtract $1$ for each of the $n$ bonds. The total length is at least $2(n-1)-n=n-2$.

## Repeated labels can break the bound

The labels must form a bijection. If two sites may share a label, the labels $1,1,2$ on a ring of three sites have differences $0,1,1$. Their sum is $2$, below the claimed minimum of $4$. The argument fails where it should: no site carries the label $3$, so the walk never has to climb that far. Physically, two distinct fermionic modes would have been assigned to the same qubit.

## How the Lean statement represents the ring

The sites are the elements of `ZMod n`, so `i + 1` is the next site around the ring and no boundary case is needed. A labelling is an equivalence `σ : ZMod n ≃ Fin n`, which builds in the bijectivity. Since `Fin n` counts from $0$, `label` adds $1$, and it takes values in the integers so that differences keep their sign. `ringCost σ` is $C$, and `step σ a j` is $\Delta_j$.

The bound is `two_mul_le_ringCost`. The criterion for equality is `ringCost_eq_iff`, whose hypotheses say that $d\le n$, that site `a` has label $1$ and that the site `d` steps further has label $n$. Every labelling has such a pair of sites. `ringCost_consecutive` gives the value for the consecutive labelling, and `sub_two_le_sum_stringLength` gives the bound on strings.

These theorems need only $n\ge1$, because they sum over site indices. The condition $n\ge3$ enters when the sum is read as a sum over edges of a graph, and `bond_injective` shows that the $n$ indices then name $n$ different unordered pairs. For $n=2$ the two indices name the same pair, which `ringCost` counts twice.

The file treats strings combinatorially: `stringLength` counts the labels between two ends, and the operator identity that gives this number its meaning is the textbook one quoted above. All bonds have equal weight. Neither the longest single string nor the gate count of a compiled circuit is addressed.

## The cycle as a simple graph

The ring could also be modelled as Mathlib's `SimpleGraph.cycleGraph n`, with a sum over its edge set. Each edge would then be counted once by construction, but the absolute difference would first have to be defined on unordered pairs. The condition $n\ge3$ would also move into the bound: the cycle graph on two vertices has a single edge, of cost $1$, while $2(n-1)=2$. The telescoping argument would still need the edges arranged as a walk, which `ZMod n` supplies from the start.

## The complete file

```lean
import Mathlib

open Finset

namespace JordanWignerRing

variable {n : ℕ} [NeZero n]

/-- The Jordan-Wigner label, between 1 and `n`, of a site of the ring. -/
def label (σ : ZMod n ≃ Fin n) (i : ZMod n) : ℤ := ((σ i : ℕ) : ℤ) + 1

/-- The total string cost: the sum over the bonds `(i, i + 1)` of the ring of the absolute
label difference. -/
def ringCost (σ : ZMod n ≃ Fin n) : ℤ := ∑ i : ZMod n, |label σ (i + 1) - label σ i|

/-- The change of label at step `j` of a tour of the ring that starts at site `a`. -/
def step (σ : ZMod n ≃ Fin n) (a : ZMod n) (j : ℕ) : ℤ :=
  label σ (a + ((j + 1 : ℕ) : ZMod n)) - label σ (a + (j : ZMod n))

/-- The number of labels strictly between the two ends of bond `i`, which is the number of
`Z` operators in the Jordan-Wigner string of a hopping term on that bond. -/
noncomputable def stringLength (σ : ZMod n ≃ Fin n) (i : ZMod n) : ℕ :=
  (Finset.Ioo (min (label σ (i + 1)) (label σ i)) (max (label σ (i + 1)) (label σ i))).card

/-- The labelling that numbers the sites consecutively around the ring. -/
def consecutive (n : ℕ) [NeZero n] : ZMod n ≃ Fin n where
  toFun i := ⟨i.val, ZMod.val_lt i⟩
  invFun k := ((k : ℕ) : ZMod n)
  left_inv i := ZMod.natCast_zmod_val i
  right_inv k := Fin.ext (ZMod.val_natCast_of_lt k.isLt)

omit [NeZero n] in
/-- On a ring of at least three sites, different `i` give different bonds `{i, i + 1}`. -/
theorem bond_injective (hn : 3 ≤ n) :
    Function.Injective (fun i : ZMod n => s(i, i + 1)) := by
  intro i j h
  rcases Sym2.eq_iff.mp h with h | h
  · exact h.1
  · -- a bond traversed both ways would force 2 = 0 around the ring
    exfalso
    have h2 : ((2 : ℕ) : ZMod n) = 0 := by
      push_cast
      linear_combination h.2 - h.1
    have h3 := Nat.le_of_dvd (by norm_num) ((ZMod.natCast_eq_zero_iff 2 n).mp h2)
    omega

/-- A sum over all sites of the ring can be taken along a tour from any starting site. -/
theorem sum_tour (F : ZMod n → ℤ) (a : ZMod n) :
    ∑ i : ZMod n, F i = ∑ j ∈ range n, F (a + (j : ZMod n)) := by
  have hinv : ∀ i : ZMod n, a + (((i - a).val : ℕ) : ZMod n) = i := by
    intro i
    rw [ZMod.natCast_zmod_val]
    ring
  refine Finset.sum_nbij' (fun i => (i - a).val) (fun j => a + (j : ZMod n)) ?_ ?_ ?_ ?_ ?_
  · intro i _
    exact mem_range.mpr (ZMod.val_lt _)
  · intro j _
    exact mem_univ _
  · intro i _
    exact hinv i
  · intro j hj

    rw [add_sub_cancel_left]
    exact ZMod.val_natCast_of_lt (mem_range.mp hj)
  · intro i _
    exact congrArg F (hinv i).symm

/-- For `d ≤ n`, the string cost is twice the signed change of label from site `a` to the site `d`
steps further, plus the backtracking on the way out and the backtracking on the way home. -/
theorem ringCost_eq_add_backtracking (σ : ZMod n ≃ Fin n) (a : ZMod n) {d : ℕ} (hd : d ≤ n) :
    ringCost σ = 2 * (label σ (a + (d : ZMod n)) - label σ a)
      + ∑ j ∈ range d, (|step σ a j| - step σ a j)
      + ∑ j ∈ Ico d n, (|step σ a j| + step σ a j) := by
  have hcost : ringCost σ = ∑ j ∈ range n, |step σ a j| := by
    unfold ringCost
    rw [sum_tour (fun i => |label σ (i + 1) - label σ i|) a]
    refine sum_congr rfl fun j _ => ?_
    simp only [step, Nat.cast_add, Nat.cast_one, add_assoc]
  -- label changes telescope, and they cancel over the closed tour
  have tel : ∀ m : ℕ, ∑ j ∈ range m, step σ a j = label σ (a + (m : ZMod n)) - label σ a := by
    intro m
    have h := Finset.sum_range_sub (fun j : ℕ => label σ (a + (j : ZMod n))) m
    simp only [Nat.cast_zero, add_zero] at h
    exact h
  have h1 := tel d
  have h2 := tel n
  rw [ZMod.natCast_self, add_zero, sub_self] at h2
  have h3 : ∑ j ∈ range d, |step σ a j| + ∑ j ∈ Ico d n, |step σ a j|
      = ∑ j ∈ range n, |step σ a j| := Finset.sum_range_add_sum_Ico _ hd
  have h4 : ∑ j ∈ range d, step σ a j + ∑ j ∈ Ico d n, step σ a j
      = ∑ j ∈ range n, step σ a j := Finset.sum_range_add_sum_Ico _ hd
  rw [hcost, sum_sub_distrib, sum_add_distrib]
  linarith

/-- Every bijective labelling of a ring of `n` sites has total string cost at least
`2 (n - 1)`. -/
theorem two_mul_le_ringCost (σ : ZMod n ≃ Fin n) : 2 * ((n : ℤ) - 1) ≤ ringCost σ := by
  have hn : 0 < n := Nat.pos_of_ne_zero (NeZero.ne n)
  -- tour from the site labelled 1 to the site labelled n and back
  obtain ⟨a, ha⟩ := σ.surjective ⟨0, hn⟩
  obtain ⟨b, hb⟩ := σ.surjective ⟨n - 1, by omega⟩
  have hab : a + (((b - a).val : ℕ) : ZMod n) = b := by
    rw [ZMod.natCast_zmod_val]
    ring
  have h := ringCost_eq_add_backtracking σ a (ZMod.val_lt (b - a)).le
  have hla : label σ a = 1 := by simp [label, ha]
  have hlb : label σ b = n := by
    unfold label
    rw [hb]
    change ((n - 1 : ℕ) : ℤ) + 1 = n
    omega
  rw [hab, hla, hlb] at h
  have hu : 0 ≤ ∑ j ∈ range (b - a).val, (|step σ a j| - step σ a j) :=
    sum_nonneg fun j _ => sub_nonneg.mpr (le_abs_self _)
  have hv : 0 ≤ ∑ j ∈ Ico (b - a).val n, (|step σ a j| + step σ a j) :=
    sum_nonneg fun j _ => by linarith [neg_abs_le (step σ a j)]
  linarith

/-- Let `d ≤ n`, let site `a` carry label 1 and let the site `d` steps further carry label `n`. The
cost is `2 (n - 1)` exactly when labels never fall on the way out and never rise on the way home. -/
theorem ringCost_eq_iff (σ : ZMod n ≃ Fin n) (a : ZMod n) {d : ℕ} (hd : d ≤ n)
    (ha : label σ a = 1) (hb : label σ (a + (d : ZMod n)) = n) :
    ringCost σ = 2 * ((n : ℤ) - 1) ↔
      (∀ j ∈ range d, 0 ≤ step σ a j) ∧ (∀ j ∈ Ico d n, step σ a j ≤ 0) := by
  have h := ringCost_eq_add_backtracking σ a hd
  rw [ha, hb] at h
  have hu : ∀ j ∈ range d, 0 ≤ |step σ a j| - step σ a j :=
    fun j _ => sub_nonneg.mpr (le_abs_self _)
  have hv : ∀ j ∈ Ico d n, 0 ≤ |step σ a j| + step σ a j :=
    fun j _ => by linarith [neg_abs_le (step σ a j)]
  have hU := sum_nonneg hu
  have hV := sum_nonneg hv
  constructor
  · intro hc
    -- both backtracking sums vanish, hence each of their terms
    have hu0 := (sum_eq_zero_iff_of_nonneg hu).mp (by linarith)
    have hv0 := (sum_eq_zero_iff_of_nonneg hv).mp (by linarith)
    exact ⟨fun j hj => by linarith [hu0 j hj, abs_nonneg (step σ a j)],
      fun j hj => by linarith [hv0 j hj, abs_nonneg (step σ a j)]⟩
  · rintro ⟨h1, h2⟩
    have hu0 : ∑ j ∈ range d, (|step σ a j| - step σ a j) = 0 :=
      sum_eq_zero fun j hj => by rw [abs_of_nonneg (h1 j hj), sub_self]
    have hv0 : ∑ j ∈ Ico d n, (|step σ a j| + step σ a j) = 0 :=
      sum_eq_zero fun j hj => by rw [abs_of_nonpos (h2 j hj), neg_add_cancel]
    linarith

/-- The consecutive labelling around the ring has total string cost `2 (n - 1)`. -/
theorem ringCost_consecutive : ringCost (consecutive n) = 2 * ((n : ℤ) - 1) := by
  have hn : 0 < n := Nat.pos_of_ne_zero (NeZero.ne n)
  have hl : ∀ j : ℕ, j < n → label (consecutive n) (0 + (j : ZMod n)) = (j : ℤ) + 1 := by
    intro j hj
    change (((0 + (j : ZMod n)).val : ℕ) : ℤ) + 1 = (j : ℤ) + 1
    rw [zero_add, ZMod.val_natCast_of_lt hj]
  have h0 : label (consecutive n) 0 = 1 := by
    have h := hl 0 hn
    simpa only [Nat.cast_zero, add_zero, zero_add] using h
  refine (ringCost_eq_iff (consecutive n) 0 (d := n - 1) (by omega) h0 ?_).mpr ⟨?_, ?_⟩
  · rw [hl (n - 1) (by omega)]
    omega
  · intro j hj
    have hj' := mem_range.mp hj
    unfold step
    rw [hl (j + 1) (by omega), hl j (by omega)]
    push_cast
    linarith
  · -- the only step home is the bond that closes the ring
    intro j hj
    have hj' := mem_Ico.mp hj
    have hjn : j + 1 = n := by omega
    unfold step
    rw [hl j hj'.2, hjn, ZMod.natCast_self, add_zero, h0]
    omega

/-- For every labelling, the Jordan-Wigner strings on the bonds of the ring contain together
at least `n - 2` operators `Z`. -/
theorem sub_two_le_sum_stringLength (σ : ZMod n ≃ Fin n) :
    (n : ℤ) - 2 ≤ ∑ i : ZMod n, (stringLength σ i : ℤ) := by
  have hbond : ∀ i : ZMod n,
      |label σ (i + 1) - label σ i| - 1 ≤ (stringLength σ i : ℤ) := by
    intro i
    unfold stringLength
    rw [Int.card_Ioo]
    have h : |label σ (i + 1) - label σ i| ≤
        max (label σ (i + 1)) (label σ i) - min (label σ (i + 1)) (label σ i) :=
      abs_sub_le_iff.mpr ⟨by omega, by omega⟩
    omega
  have hsum : ∑ i : ZMod n, (|label σ (i + 1) - label σ i| - 1) = ringCost σ - n := by
    rw [sum_sub_distrib]
    simp [ringCost, ZMod.card]
  have h1 := sum_le_sum fun i (_ : i ∈ (univ : Finset (ZMod n))) => hbond i
  have h2 := two_mul_le_ringCost σ
  linarith

end JordanWignerRing
```

```lean
#print axioms JordanWignerRing.bond_injective
#print axioms JordanWignerRing.two_mul_le_ringCost
#print axioms JordanWignerRing.ringCost_consecutive
#print axioms JordanWignerRing.sub_two_le_sum_stringLength
```

```
'JordanWignerRing.bond_injective' depends on axioms: [propext, Classical.choice, Quot.sound]
'JordanWignerRing.two_mul_le_ringCost' depends on axioms: [propext, Classical.choice, Quot.sound]
'JordanWignerRing.ringCost_consecutive' depends on axioms: [propext, Classical.choice, Quot.sound]
'JordanWignerRing.sub_two_le_sum_stringLength' depends on axioms: [propext, Classical.choice, Quot.sound]
```

## From the walk to the Lean proof

**Distinct bonds.** In `bond_injective`, equality of two unordered pairs leaves two cases. Either the first ends agree, which is the claim, or the bond is traversed in opposite directions. The second case gives $i=j+1$ and $i+1=j$, hence $2=0$ modulo $n$. Then $n$ divides $2$, which contradicts $n\ge3$.

**Starting anywhere.** `sum_tour` replaces a sum over sites by a sum over steps $j=0,\dots,n-1$ from site `a`. The correspondence sends site $i$ to the representative of $i-a$ between $0$ and $n-1$, and step $j$ back to $a+j$. `Finset.sum_nbij'` takes these two maps and asks for checks that they land in the right index sets, that they are mutually inverse and that the summands agree.

**The identity.** `ringCost_eq_add_backtracking` is the exact formula for $C$. Inside it, `hcost` rewrites the cost as a sum over steps, and `tel` is the telescoping sum from the start to any step `m`. Taking `m = d` gives $D$, and taking `m = n` gives zero, since $n=0$ in `ZMod n`. The facts `h3` and `h4` split the sums at `d`. What remains is linear in these sums, and `linarith` combines them as in the derivation above.

**The bound.** `two_mul_le_ringCost` uses surjectivity of `σ` to find the site `a` with label $1$ and the site `b` with label $n$. The number of steps between them is `(b - a).val`. The identity then applies with $D=n-1$, and `hu` and `hv` state that the two backtracking sums are nonnegative.

**Equality.** In `ringCost_eq_iff`, a cost of $2(n-1)$ forces the two nonnegative sums to add up to zero, so each of them is zero. `sum_eq_zero_iff_of_nonneg` passes from a vanishing sum to its vanishing terms, and these give the signs of the steps. In the other direction, the signs make every backtracking term zero, and the identity returns the minimum cost.

**The consecutive labelling.** `ringCost_consecutive` applies this criterion with $a=0$ and $d=n-1$. The auxiliary fact `hl` computes the label after $j$ steps as $j+1$. The way out then rises by $1$ at each step, and the way home consists of the closing bond alone.

**The strings.** `sub_two_le_sum_stringLength` first shows that each string has length at least $|\ell(i+1)-\ell(i)|-1$, using the formula for the number of integers in an open interval. This is an inequality because of the ring with one site, where the right-hand side is $-1$ and the string is empty. Summing over the $n$ bonds and inserting the bound on the cost gives $n-2$.
